# For a self-energy with M poles, the weights of M+1 distinct quasiparticle solutions sum to one

In a G₀W₀ calculation on a finite system with a finite basis set, the correlation self-energy of an orbital is a sum of poles in the frequency. The quasiparticle equation then has several solutions: often one with a large weight, which is read as the quasiparticle energy, and a number of satellites. One electron's worth of spectral strength has to be shared among them. The question is whether the weights computed separately at each solution, from the slope of the self-energy there, add up to exactly one.

Consider a single orbital with a diagonal self-energy and real frequencies. Let \(e\) be the orbital energy with all static corrections included, and let \(M\) be the number of poles. The finite type `κ` labels the poles.

In Lean 4 with Mathlib:

```lean
import Mathlib

open Finset

namespace GWSpectralWeights

noncomputable section

variable {κ : Type*} [Fintype κ]
```

## The self-energy and the weight

Pole \(k\) lies at the real energy \(p_k\) and has residue \(r_k\), the squared coupling of the orbital to the corresponding excitation. The correlation self-energy at frequency \(x\) is

\[
\Sigma(x)=\sum_k \frac{r_k}{x-p_k}.
\]

```lean
/-- The correlation self-energy with poles `p k` and residues `r k`, at frequency `x`. -/
def selfEnergy (p r : κ → ℝ) (x : ℝ) : ℝ := ∑ k, r k / (x - p k)
```

The poles and residues are fixed inputs, as in a one-shot calculation. The weight is \(Z=1/(1-\Sigma')\), and since \(\Sigma'(x)=-\sum_k r_k/(x-p_k)^2\),

\[
Z(x)=\frac{1}{1+\sum_k r_k/(x-p_k)^2}.
\]

The definition uses this explicit sum, so no derivative appears in the code.

```lean
/-- The quasiparticle weight `Z = 1 / (1 + ∑ r / (x - p)²)` at frequency `x`. -/
def weight (p r : κ → ℝ) (x : ℝ) : ℝ := 1 / (1 + ∑ k, r k / (x - p k) ^ 2)
```

## M+1 distinct solutions as a hypothesis

A spectrum is a family of energies \(w_j\) satisfying

\[
w_j=e+\Sigma(w_j),
\]

with all \(w_j\) different, none of them on a pole, and all \(r_k>0\). Positive residues express that each \(r_k\) is the square of a non-zero real coupling.

```lean
/-- The energies `w` are distinct solutions of the quasiparticle equation `w = e + Σ(w)`,
one more in number than the poles of the self-energy, whose residues are positive. -/
structure IsSpectrum (e : ℝ) (p r : κ → ℝ) (w : Option κ → ℝ) : Prop where
  residue_pos : ∀ k, 0 < r k
  distinct : Function.Injective w
  off_pole : ∀ j k, w j ≠ p k
  root : ∀ j, w j = e + selfEnergy p r (w j)
```

The index \(j\) runs over `Option κ`, which consists of one element `none` and a copy `some k` of each pole label. It therefore has \(M+1\) elements, and the number of solutions is fixed by the type of `w`. The labels carry no ordering and do not assign a solution to an interval.

The existence of such a family is assumed in the theorems below. For distinct poles it follows from a monotonicity argument: \(x-e-\Sigma(x)\) rises from \(-\infty\) to \(+\infty\) on each of the \(M+1\) intervals between and outside the poles. Poles that coincide must first be merged by adding their residues, since otherwise there are too few distinct solutions to fill the family.

## Each weight lies between zero and one

If there is at least one pole and \(x\) is not on any of them, every term \(r_k/(x-p_k)^2\) is positive. The denominator of \(Z\) then exceeds one, so \(0<Z(x)<1\).

```lean
/-- With at least one pole and positive residues, the weight at any frequency
away from the poles lies strictly between zero and one. -/
theorem weight_mem_Ioo [Nonempty κ] {p r : κ → ℝ} (hr : ∀ k, 0 < r k) {x : ℝ}
    (hx : ∀ k, x ≠ p k) : 0 < weight p r x ∧ weight p r x < 1 := by
  have hs : 0 < ∑ k, r k / (x - p k) ^ 2 := by
    apply Finset.sum_pos _ Finset.univ_nonempty
    intro k _
    have hk : x - p k ≠ 0 := sub_ne_zero.mpr (hx k)
    have := hr k
    positivity
  have hd : 0 < 1 + ∑ k, r k / (x - p k) ^ 2 := by linarith
  exact ⟨one_div_pos.mpr hd, (div_lt_one hd).mpr (by linarith)⟩
```

The bound holds at every frequency away from the poles, whether or not it is a solution. The assumption `Nonempty κ` is needed because without poles the only solution is \(w=e\), with weight exactly one. The sum rule below includes that case.

## A solution factors out of the inverse Green's function

Let \(y\) be a solution and \(x\) any frequency off the poles. Subtracting the self-energies term by term gives

\[
\Sigma(x)-\Sigma(y)=\sum_k r_k\,\frac{(y-p_k)-(x-p_k)}{(x-p_k)(y-p_k)}
=-(x-y)\sum_k\frac{r_k}{(x-p_k)(y-p_k)}.
\]

Since \(e=y-\Sigma(y)\), we have \(x-e-\Sigma(x)=(x-y)-(\Sigma(x)-\Sigma(y))\), and therefore

\[
x-e-\Sigma(x)=(x-y)\Bigl(1+\sum_k\frac{r_k}{(x-p_k)(y-p_k)}\Bigr).
\]

```lean
/-- If `y` solves the quasiparticle equation, the inverse Green's function
`x - e - Σ(x)` contains the factor `x - y`. -/
theorem inverse_green_factor {e : ℝ} {p r : κ → ℝ} {x y : ℝ} (hx : ∀ k, x ≠ p k)
    (hy : ∀ k, y ≠ p k) (hroot : y = e + selfEnergy p r y) :
    x - e - selfEnergy p r x
      = (x - y) * (1 + ∑ k, r k / ((x - p k) * (y - p k))) := by
  have h : selfEnergy p r x - selfEnergy p r y
      = -(x - y) * ∑ k, r k / ((x - p k) * (y - p k)) := by
    unfold selfEnergy
    rw [← Finset.sum_sub_distrib, Finset.mul_sum]
    refine Finset.sum_congr rfl fun k _ => ?_
    have h1 := mul_inv_cancel₀ (sub_ne_zero.mpr (hx k))
    have h2 := mul_inv_cancel₀ (sub_ne_zero.mpr (hy k))
    simp only [div_eq_mul_inv, mul_inv]
    linear_combination r k * (y - p k)⁻¹ * h1 - r k * (x - p k)⁻¹ * h2
  linear_combination hroot - h
```

The intermediate fact `h` is the first display. The last `linear_combination` adds the quasiparticle equation for \(y\).

## Different solutions have orthogonal amplitudes

Set \(x=w_i\) and \(y=w_j\) with \(i\neq j\). The left side vanishes because \(w_i\) is a solution, and \(w_i-w_j\neq0\), so the other factor must be zero:

\[
1+\sum_k\frac{r_k}{(w_i-p_k)(w_j-p_k)}=0 .
\]

```lean
/-- The amplitude vectors `(1, 1 / (w - p k))` of two different solutions are orthogonal
in the metric `(1, r k)`. -/
theorem amplitudes_orthogonal {e : ℝ} {p r : κ → ℝ} {w : Option κ → ℝ}
    (hw : IsSpectrum e p r w) {i j : Option κ} (hij : i ≠ j) :
    1 + ∑ k, r k / ((w i - p k) * (w j - p k)) = 0 := by
  have h := inverse_green_factor (hw.off_pole i) (hw.off_pole j) (hw.root j)
  have h0 : w i - e - selfEnergy p r (w i) = 0 := by linarith [hw.root i]
  exact (mul_eq_zero.mp (h.symm.trans h0)).resolve_left
    (sub_ne_zero.mpr (hw.distinct.ne hij))
```

This is an inner product of the unnormalised vectors \((1,\,1/(w_j-p_k))\) with metric \((1,r_k)\). In an ordinary Euclidean metric the normalised vectors are

\[
\sqrt{Z_j}\,\Bigl(1,\ \frac{\sqrt{r_k}}{w_j-p_k}\Bigr),\qquad Z_j=Z(w_j).
\]

Thus \(Z_j\) is the squared component of solution \(j\) on the bare orbital.

## Completeness gives the sum rule

Write 0 for the orbital component, which is `none` in the code, and define two square matrices:

\[
A_{j0}=1,\quad A_{jk}=\frac1{w_j-p_k},\qquad
B_{0j}=Z_j,\quad B_{kj}=\frac{Z_j r_k}{w_j-p_k}.
\]

Their product is

\[
(AB)_{ij}=Z_j\Bigl(1+\sum_k\frac{r_k}{(w_i-p_k)(w_j-p_k)}\Bigr)=\delta_{ij},
\]

by orthogonality for \(i\ne j\) and by the definition of \(Z_j\) for \(i=j\). Because the matrices are square, \(BA=1\) as well. Two kinds of entries in its first row read

\[
\sum_j Z_j=1,\qquad \sum_j\frac{Z_j}{w_j-p_k}=0\quad\text{for every }k .
\]

```lean
/-- The quasiparticle weights of the solutions in a spectrum sum to one, and for every pole `p k`
the sum of `Z / (w - p k)` over the solutions vanishes. -/
theorem weight_sum_rule {e : ℝ} {p r : κ → ℝ} {w : Option κ → ℝ}
    (hw : IsSpectrum e p r w) :
    ∑ j, weight p r (w j) = 1 ∧ ∀ k, ∑ j, weight p r (w j) / (w j - p k) = 0 := by
  classical
  -- Orthonormality of the amplitudes, written as a product of square matrices.
  have hAB : (Matrix.of fun (j a : Option κ) => a.elim (1 : ℝ) (fun k => 1 / (w j - p k)))
      * (Matrix.of fun (a j : Option κ) => a.elim (weight p r (w j))
          (fun k => weight p r (w j) * (r k / (w j - p k)))) = 1 := by
    ext i j
    have key : ∀ z : ℝ, 1 * z + ∑ k, 1 / (w i - p k) * (z * (r k / (w j - p k)))
        = z * (1 + ∑ k, r k / ((w i - p k) * (w j - p k))) := by
      intro z
      rw [mul_add, Finset.mul_sum, one_mul, mul_one]
      congr 1
      refine Finset.sum_congr rfl fun k _ => ?_
      simp only [div_eq_mul_inv, mul_inv]
      ring
    rw [Matrix.mul_apply, Fintype.sum_option]
    simp only [Matrix.of_apply, Option.elim_none, Option.elim_some]
    rw [key]
    by_cases hij : i = j
    · subst hij
      have hs : 0 ≤ ∑ k, r k / (w i - p k) ^ 2 :=
        Finset.sum_nonneg fun k _ => div_nonneg (hw.residue_pos k).le (sq_nonneg _)
      have hd : 1 + ∑ k, r k / (w i - p k) ^ 2 ≠ 0 := by linarith
      rw [Matrix.one_apply_eq]
      simp only [← pow_two]
      exact one_div_mul_cancel hd
    · rw [Matrix.one_apply_ne hij, amplitudes_orthogonal hw hij, mul_zero]
  -- A one-sided inverse of a square matrix is two-sided: this is completeness.
  have hBA := mul_eq_one_comm.mp hAB
  constructor
  · have h := congrFun (congrFun hBA none) none
    rw [Matrix.mul_apply, Matrix.one_apply_eq] at h
    simpa only [Matrix.of_apply, Option.elim_none, mul_one] using h
  · intro k
    have h := congrFun (congrFun hBA none) (some k)
    rw [Matrix.mul_apply, Matrix.one_apply_ne (Option.some_ne_none k).symm] at h
    simpa only [Matrix.of_apply, Option.elim_none, Option.elim_some, mul_one_div] using h
```

The proof turns on `mul_eq_one_comm`, which says that \(AB=1\) and \(BA=1\) are equivalent. For square matrices over the reals this is a genuine fact of finite-dimensional linear algebra, and it converts orthonormality of the solutions into completeness. It applies here because solutions and components are both indexed by `Option κ`, so \(A\) and \(B\) belong to the same matrix ring. With fewer solutions than components, \(A\) and \(B\) would be rectangular: \(AB=1\) would still hold, but \(BA=1\) would not.

The requirement that the solutions be distinct matters already for one pole. Take \(e=3/2\), \(p=0\) and \(r=1\). The equation \(w=3/2+1/w\) has the solutions \(2\) and \(-1/2\), with weights \(4/5\) and \(1/5\). If the solution \(2\) is listed twice and the other omitted, every remaining condition is met, but the weights sum to \(8/5\).

For a diagonal, one-shot self-energy with finitely many real poles, the rule gives a practical test of a root search: if the distinct solutions found have total weight below one, some are missing.

## The Green's function as a sum over solutions

Let \(x\) avoid the poles and the solutions. Applying the factorisation with \(y=w_j\) gives

\[
\frac{Z_j}{x-w_j}\,\bigl(x-e-\Sigma(x)\bigr)
=Z_j+\sum_k\frac{r_k}{x-p_k}\,\frac{Z_j}{w_j-p_k}.
\]

Summing over \(j\), the first term gives one and the second vanishes for each \(k\). Hence \(x-e-\Sigma(x)\) is non-zero, and

\[
\frac1{x-e-\Sigma(x)}=\sum_j\frac{Z_j}{x-w_j}.
\]

```lean
/-- Away from the poles and the solutions, the Green's function `1 / (x - e - Σ(x))` is the
sum of simple poles at the solutions, with the quasiparticle weights as residues. -/
theorem green_function_expansion {e : ℝ} {p r : κ → ℝ} {w : Option κ → ℝ}
    (hw : IsSpectrum e p r w) {x : ℝ} (hp : ∀ k, x ≠ p k) (hx : ∀ j, x ≠ w j) :
    1 / (x - e - selfEnergy p r x) = ∑ j, weight p r (w j) / (x - w j) := by
  obtain ⟨h1, h0⟩ := weight_sum_rule hw
  have each : ∀ j, weight p r (w j) / (x - w j) * (x - e - selfEnergy p r x)
      = weight p r (w j) + ∑ k, r k / (x - p k) * (weight p r (w j) / (w j - p k)) := by
    intro j
    rw [inverse_green_factor hp (hw.off_pole j) (hw.root j), ← mul_assoc,
      div_mul_cancel₀ _ (sub_ne_zero.mpr (hx j)), mul_add, mul_one, Finset.mul_sum]
    congr 1
    refine Finset.sum_congr rfl fun k _ => ?_
    simp only [div_eq_mul_inv, mul_inv]
    ring
  have hm : (∑ j, weight p r (w j) / (x - w j)) * (x - e - selfEnergy p r x) = 1 := by
    rw [Finset.sum_mul, Finset.sum_congr rfl (fun j _ => each j),
      Finset.sum_add_distrib, h1, Finset.sum_comm]
    simp only [← Finset.mul_sum, h0, mul_zero, Finset.sum_const_zero, add_zero]
  have hne : x - e - selfEnergy p r x ≠ 0 := by
    intro h
    rw [h, mul_zero] at hm
    exact zero_ne_one hm
  rw [div_eq_iff hne]
  exact hm.symm
```

The fact `each` is the first display, and `hm` is its sum over \(j\). The step `hne` also shows that the family leaves out no solution, since the inverse Green's function cannot vanish at any other frequency off the poles. The statement concerns real \(x\), so it contains no broadening and no time-ordering.

## The first two spectral moments

Multiply the quasiparticle equation by \(Z_j\) and sum over \(j\):

\[
\sum_j Z_jw_j=e\sum_jZ_j+\sum_k r_k\sum_j\frac{Z_j}{w_j-p_k}=e .
\]

For the second moment, multiply by \(Z_jw_j\) and use \(w_j/(w_j-p_k)=1+p_k/(w_j-p_k)\):

\[
\sum_jZ_jw_j^2=e\sum_jZ_jw_j+\sum_kr_k\Bigl(\sum_jZ_j+p_k\sum_j\frac{Z_j}{w_j-p_k}\Bigr)
=e^2+\sum_kr_k .
\]

```lean
/-- The weighted mean of the solutions is the energy `e`, and their weighted mean square is `e²`
plus the sum of the residues. -/
theorem spectral_moments {e : ℝ} {p r : κ → ℝ} {w : Option κ → ℝ}
    (hw : IsSpectrum e p r w) :
    ∑ j, weight p r (w j) * w j = e ∧
      ∑ j, weight p r (w j) * w j ^ 2 = e ^ 2 + ∑ k, r k := by
  obtain ⟨h1, h0⟩ := weight_sum_rule hw
  -- Replace one factor of the energy by the quasiparticle equation.
  have insertEq : ∀ j, ∀ z : ℝ, z * w j = e * z + ∑ k, z * (r k / (w j - p k)) := by
    intro j z
    rw [← Finset.mul_sum]
    have h := hw.root j
    unfold selfEnergy at h
    linear_combination z * h
  have first : ∑ j, weight p r (w j) * w j = e := by
    have each : ∀ j, weight p r (w j) * w j = e * weight p r (w j)
        + ∑ k, r k * (weight p r (w j) / (w j - p k)) := by
      intro j
      rw [insertEq j]
      congr 1
      exact Finset.sum_congr rfl fun k _ => by ring
    rw [Finset.sum_congr rfl (fun j _ => each j), Finset.sum_add_distrib,
      ← Finset.mul_sum, h1, Finset.sum_comm]
    simp only [← Finset.mul_sum, h0, mul_zero, Finset.sum_const_zero, add_zero, mul_one]
  refine ⟨first, ?_⟩
  have each : ∀ j, weight p r (w j) * w j ^ 2 = e * (weight p r (w j) * w j)
      + ∑ k, r k * (weight p r (w j) + p k * (weight p r (w j) / (w j - p k))) := by
    intro j
    rw [pow_two, ← mul_assoc, insertEq j (weight p r (w j) * w j)]
    congr 1
    refine Finset.sum_congr rfl fun k _ => ?_
    have h := mul_inv_cancel₀ (sub_ne_zero.mpr (hw.off_pole j k))
    linear_combination r k * weight p r (w j) * h
  rw [Finset.sum_congr rfl (fun j _ => each j), Finset.sum_add_distrib,
    ← Finset.mul_sum, first, Finset.sum_comm]
  simp only [← Finset.mul_sum, Finset.sum_add_distrib, h0, h1, mul_zero, add_zero, mul_one]
  ring
```

The helper `insertEq` replaces one factor \(w_j\) by the right side of the quasiparticle equation, with an arbitrary prefactor `z`. It serves both moments, with \(z=Z_j\) and \(z=Z_jw_j\). Together the two results say that correlation leaves the weighted mean energy at \(e\) and gives the spectrum the variance \(\sum_k r_k\).

## Two poles with solutions at −2, 0 and 2

Take \(e=0\), poles at \(-1\) and \(1\), and both residues equal to \(3/2\). Then

\[
\Sigma(0)=\tfrac32(1-1)=0,\qquad
\Sigma(\pm2)=\pm\tfrac32\bigl(1+\tfrac13\bigr)=\pm2,
\]

so \(0\), \(-2\) and \(2\) are three distinct solutions.

```lean
/-- For `e = 0`, poles at `-1` and `1` and both residues `3/2`, the energies
`0`, `-2` and `2` form a spectrum. -/
theorem isSpectrum_witness :
    IsSpectrum 0 (fun b : Bool => cond b (1 : ℝ) (-1)) (fun _ => 3 / 2)
      (fun o => o.elim 0 (fun b => cond b (2 : ℝ) (-2))) where
  residue_pos := fun _ => by norm_num
  distinct := by
    rintro (_ | _ | _) (_ | _ | _) h <;> first | rfl | (norm_num at h)
  off_pole := by
    rintro (_ | _ | _) (_ | _) <;> norm_num
  root := by
    rintro (_ | _ | _) <;> norm_num [selfEnergy]

end

end GWSpectralWeights
```

The two poles are labelled by `Bool`, and the solution at zero carries the label `none`. The weights are \(1/4\) at zero and \(3/8\) at each of \(\pm2\), with sum one. The mean energy is zero, and the second moment is \(2\cdot\tfrac38\cdot4=3\), the sum of the residues.

```lean
#print axioms GWSpectralWeights.weight_mem_Ioo
-- 'GWSpectralWeights.weight_mem_Ioo' depends on axioms: [propext, Classical.choice, Quot.sound]
#print axioms GWSpectralWeights.weight_sum_rule
-- 'GWSpectralWeights.weight_sum_rule' depends on axioms: [propext, Classical.choice, Quot.sound]
#print axioms GWSpectralWeights.green_function_expansion
-- 'GWSpectralWeights.green_function_expansion' depends on axioms: [propext, Classical.choice, Quot.sound]
#print axioms GWSpectralWeights.spectral_moments
-- 'GWSpectralWeights.spectral_moments' depends on axioms: [propext, Classical.choice, Quot.sound]
```
